# Orthogonal axes put a factor det R into the angular momentum commutators

Let J₀, J₁, J₂ be elements of a complex algebra with [J₀,J₁] = iJ₂ and cyclic, in units with ℏ = 1. Let R be a real orthogonal 3×3 matrix and Kᵢ = Σⱼ Rᵢⱼ Jⱼ. Then

[K₀,K₁] = i det(R) K₂ and cyclic,
K₀² + K₁² + K₂² = J₀² + J₁² + J₂².

A spin Hamiltonian can therefore be rewritten in any right-handed axes at a fixed orientation to the old ones without changing the spin algebra. Axes whose orientation is itself a quantum variable are not covered, since the entries of R are numbers.

## From cross products to the determinant

For a real vector a, write a·J = Σⱼ aⱼJⱼ. Expanding the commutator and grouping terms gives

[a·J, b·J] = (a₀b₁ − a₁b₀)[J₀,J₁] + (a₁b₂ − a₂b₁)[J₁,J₂] + (a₂b₀ − a₀b₂)[J₂,J₀]
= i(a×b)·J.

Let rᵢ be row i of R, so that Kᵢ = rᵢ·J. The vectors r₁×r₂, r₂×r₀, r₀×r₁ are columns 0, 1, 2 of the adjugate adj R, which satisfies (adj R)R = det(R)·1. Since RRᵀ = 1,

adj R = (adj R)RRᵀ = det(R) Rᵀ.

Column 2 of this equation reads r₀×r₁ = det(R) r₂, which gives [K₀,K₁] = i det(R) K₂. The other columns give the cyclic relations.

For the squares, RᵀR = 1 also holds because R is square, and

Σᵢ Kᵢ² = Σⱼₖ (RᵀR)ⱼₖ JⱼJₖ = Σⱼ Jⱼ².

No commutator was used here.

## A reflection with entries 3/5 and 4/5

Take K₀ = (3J₀ + 4J₁)/5, K₁ = (4J₀ − 3J₁)/5 and K₂ = J₂. The determinant is −9/25 − 16/25 = −1, and

[K₀,K₁] = (−9[J₀,J₁] + 16[J₁,J₀])/25 = −[J₀,J₁] = −iK₂.

In K₀² + K₁² the mixed terms ±12(J₀J₁ + J₁J₀)/25 cancel, leaving J₀² + J₁².

## Which real matrices preserve the relations

Suppose the Jⱼ are linearly independent over ℂ, and let R be any real matrix for which the Kᵢ obey the original relations. Comparing i(r₀×r₁)·J with i r₂·J gives r₀×r₁ = r₂, and likewise cyclically. Hence adj R = Rᵀ and

RRᵀ = R(adj R) = det(R)·1.

With d = det R, taking determinants gives d² = d³, so d is 0 or 1. If d = 0, every row has zero length and R = 0. If d = 1, R is a rotation. Conversely, zero and every rotation preserve the relations. Independence matters: J = 0 satisfies the relations, and then every R preserves them.

## The algebra and its components in Lean

The type `A` is any complex algebra, of finite or infinite dimension. Neither Hermiticity nor a Hilbert space is assumed, and no unitary operator implementing the rotation is constructed.

```lean
import Mathlib

open Matrix

namespace RotatedAngularMomentum

noncomputable section

variable {A : Type*} [Ring A] [Algebra ℂ A]
```

The relations are a hypothesis on the triple `J`, with commutators written out as differences.

```lean
/-- The angular momentum commutation relations `[Jx, Jy] = i Jz` and cyclic,
with `x, y, z` numbered `0, 1, 2`. -/
structure IsAngularMomentum (J : Fin 3 → A) : Prop where
  xy : J 0 * J 1 - J 1 * J 0 = Complex.I • J 2
  yz : J 1 * J 2 - J 2 * J 1 = Complex.I • J 0
  zx : J 2 * J 0 - J 0 * J 2 = Complex.I • J 1
```

The next two definitions are a·J and the components Kᵢ; `R i` is row i.

```lean
/-- The component `a · J` of the vector operator `J` along a real vector `a`. -/
def along (J : Fin 3 → A) (a : Fin 3 → ℝ) : A := ∑ j, (a j : ℂ) • J j

/-- The new components `K i = ∑ j, R i j • J j` formed with a real matrix `R`. -/
def rotated (J : Fin 3 → A) (R : Matrix (Fin 3) (Fin 3) ℝ) : Fin 3 → A :=
  fun i => along J (R i)
```

## The commutators and the total square

In the first lemma, `expand` is the grouping of terms above. The basic commutators are then substituted, and `module` compares coefficients.

```lean
/-- The commutator of the components along `a` and `b` is `i` times the component
along `a × b`. -/
theorem commutator_along {J : Fin 3 → A} (hJ : IsAngularMomentum J) (a b : Fin 3 → ℝ) :
    along J a * along J b - along J b * along J a = Complex.I • along J (a ⨯₃ b) := by
  -- only the three basic commutators survive antisymmetrisation
  have expand : along J a * along J b - along J b * along J a =
      ((a 0 : ℂ) * b 1 - a 1 * b 0) • (J 0 * J 1 - J 1 * J 0)
      + ((a 1 : ℂ) * b 2 - a 2 * b 1) • (J 1 * J 2 - J 2 * J 1)
      + ((a 2 : ℂ) * b 0 - a 0 * b 2) • (J 2 * J 0 - J 0 * J 2) := by
    simp only [along, Fin.sum_univ_three, add_mul, mul_add, smul_mul_assoc,
      mul_smul_comm]
    module
  have c0 : (a ⨯₃ b) 0 = a 1 * b 2 - a 2 * b 1 := by simp [cross_apply]
  have c1 : (a ⨯₃ b) 1 = a 2 * b 0 - a 0 * b 2 := by simp [cross_apply]
  have c2 : (a ⨯₃ b) 2 = a 0 * b 1 - a 1 * b 0 := by simp [cross_apply]
  rw [expand, hJ.xy, hJ.yz, hJ.zx]
  simp only [along, Fin.sum_univ_three, c0, c1, c2]
  push_cast
  module
```

The adjugate statement is checked entry by entry and needs no orthogonality.

```lean
/-- For a real 3×3 matrix with rows `r₀, r₁, r₂`, the cross products `r₁ × r₂`, `r₂ × r₀`, `r₀ × r₁`
are columns `0, 1, 2` of its adjugate. -/
theorem cross_rows (R : Matrix (Fin 3) (Fin 3) ℝ) :
    (∀ i, (R 0 ⨯₃ R 1) i = R.adjugate i 2) ∧ (∀ i, (R 1 ⨯₃ R 2) i = R.adjugate i 0) ∧
      (∀ i, (R 2 ⨯₃ R 0) i = R.adjugate i 1) := by
  refine ⟨?_, ?_, ?_⟩ <;> intro i <;> rw [cross_apply, Matrix.adjugate_fin_three] <;>
    fin_cases i <;> simp <;> ring
```

Orthogonality enters as `hR : R * Rᵀ = 1`. The step `adj` derives adj R = det(R) Rᵀ, and `key` carries each column over to the components of J.

```lean
/-- For an orthogonal matrix `R`, the new components obey `[K₀, K₁] = i det(R) K₂`
and cyclic. -/
theorem rotated_commutators {J : Fin 3 → A} (hJ : IsAngularMomentum J)
    (R : Matrix (Fin 3) (Fin 3) ℝ) (hR : R * Rᵀ = 1) :
    rotated J R 0 * rotated J R 1 - rotated J R 1 * rotated J R 0
        = (Complex.I * (R.det : ℂ)) • rotated J R 2 ∧
    rotated J R 1 * rotated J R 2 - rotated J R 2 * rotated J R 1
        = (Complex.I * (R.det : ℂ)) • rotated J R 0 ∧
    rotated J R 2 * rotated J R 0 - rotated J R 0 * rotated J R 2
        = (Complex.I * (R.det : ℂ)) • rotated J R 1 := by
  -- orthogonality turns the adjugate into det(R) times the transpose
  have adj : R.adjugate = R.det • Rᵀ := by
    calc R.adjugate = R.adjugate * (R * Rᵀ) := by rw [hR, mul_one]
      _ = R.det • Rᵀ := by
        rw [← mul_assoc, Matrix.adjugate_mul, smul_mul_assoc, one_mul]
  have key : ∀ (v : Fin 3 → ℝ) (k : Fin 3), (∀ i, v i = R.adjugate i k) →
      Complex.I • along J v = (Complex.I * (R.det : ℂ)) • along J (R k) := by
    intro v k hv
    have hv' : ∀ i, v i = R.det * R k i := by
      intro i
      rw [hv i, adj]
      rfl
    simp only [along, hv', Complex.ofReal_mul, Finset.smul_sum, smul_smul, mul_assoc]
  obtain ⟨h2, h0, h1⟩ := cross_rows R
  exact ⟨(commutator_along hJ _ _).trans (key _ 2 h2),
    (commutator_along hJ _ _).trans (key _ 0 h0),
    (commutator_along hJ _ _).trans (key _ 1 h1)⟩
```

The theorem on squares has no hypothesis on commutators. Its calculation collects the coefficients into RᵀR and replaces that matrix by the identity.

```lean
/-- An orthogonal change of axes leaves the total square `Jx² + Jy² + Jz²` unchanged,
whatever the commutation relations of the components. -/
theorem rotated_total_square (J : Fin 3 → A) (R : Matrix (Fin 3) (Fin 3) ℝ)
    (hR : R * Rᵀ = 1) : ∑ i, rotated J R i ^ 2 = ∑ i, J i ^ 2 := by
  have hR' : Rᵀ * R = 1 := mul_eq_one_comm.mp hR
  calc ∑ i, rotated J R i ^ 2
      = ∑ j, ∑ k, (((Rᵀ * R) j k : ℝ) : ℂ) • (J j * J k) := by
        simp only [rotated, along, Fin.sum_univ_three, Matrix.mul_apply,
          Matrix.transpose_apply, pow_two, add_mul, mul_add, smul_mul_assoc,
          mul_smul_comm]
        push_cast
        module
    _ = ∑ i, J i ^ 2 := by
        rw [hR']
        simp [Matrix.one_apply, Fin.sum_univ_three, pow_two]
```

## The converse and a spin-1/2 example

Linear independence allows coefficients to be compared.

```lean
/-- If the components of `J` are linearly independent, a real vector is determined by
the component of `J` along it. -/
theorem along_injective {J : Fin 3 → A} (hlin : LinearIndependent ℂ J)
    {a b : Fin 3 → ℝ} (h : along J a = along J b) : a = b := by
  unfold along at h
  have h0 := Fintype.linearIndependent_iff.mp hlin (fun j => (a j : ℂ) - b j) (by
    simp only [sub_smul, Finset.sum_sub_distrib]
    exact sub_eq_zero.mpr h)
  funext j
  exact_mod_cast sub_eq_zero.mp (h0 j)
```

In the forward direction, `cancel` removes the factor i and uses `along_injective` to equate the two real vectors, while `e0`, `e1`, `e2` say that each row is the cross product of the other two in cyclic order. The case split is on whether det R vanishes. The backward direction uses the commutator theorem with det R = 1.

```lean
/-- For linearly independent components, a real matrix preserves the angular momentum
relations exactly when it is zero or orthogonal with determinant one. -/
theorem preserves_relations_iff {J : Fin 3 → A} (hJ : IsAngularMomentum J)
    (hlin : LinearIndependent ℂ J) (R : Matrix (Fin 3) (Fin 3) ℝ) :
    IsAngularMomentum (rotated J R) ↔ R = 0 ∨ (R * Rᵀ = 1 ∧ R.det = 1) := by
  constructor
  · intro hK
    have cancel : ∀ a b : Fin 3 → ℝ,
        Complex.I • along J a = Complex.I • along J b → a = b := by
      intro a b h
      apply along_injective hlin
      have h' := congrArg (fun x => (-Complex.I) • x) h
      simpa only [smul_smul, neg_mul, Complex.I_mul_I, neg_neg, one_smul] using h'
    -- each row is the cross product of the other two, taken in cyclic order
    have e2 := cancel _ _ ((commutator_along hJ (R 0) (R 1)).symm.trans hK.xy)
    have e0 := cancel _ _ ((commutator_along hJ (R 1) (R 2)).symm.trans hK.yz)
    have e1 := cancel _ _ ((commutator_along hJ (R 2) (R 0)).symm.trans hK.zx)
    obtain ⟨h2, h0, h1⟩ := cross_rows R
    have adj : R.adjugate = Rᵀ := by
      ext i j
      fin_cases j
      · exact (h0 i).symm.trans (congrFun e0 i)
      · exact (h1 i).symm.trans (congrFun e1 i)
      · exact (h2 i).symm.trans (congrFun e2 i)
    have hm : R * Rᵀ = R.det • (1 : Matrix (Fin 3) (Fin 3) ℝ) := by
      rw [← adj, Matrix.mul_adjugate]
    have hdet := congrArg Matrix.det hm
    rw [Matrix.det_mul, Matrix.det_transpose, Matrix.det_smul, Matrix.det_one,
      Fintype.card_fin, mul_one] at hdet
    by_cases hd : R.det = 0
    · -- zero determinant makes every row have zero length
      left
      rw [hd, zero_smul] at hm
      ext i j
      have s : ∑ k, R i k * R i k = 0 := congrFun (congrFun hm i) i
      exact mul_self_eq_zero.mp ((Finset.sum_eq_zero_iff_of_nonneg
        (fun k _ => mul_self_nonneg (R i k))).mp s j (Finset.mem_univ j))
    · right
      have h1 : R.det = 1 :=
        mul_left_cancel₀ (mul_ne_zero hd hd) (by linear_combination -hdet)
      exact ⟨by rw [hm, h1, one_smul], h1⟩
  · rintro (rfl | ⟨hR, hd⟩)
    · constructor <;> simp [rotated, along]
    · obtain ⟨a, b, c⟩ := rotated_commutators hJ R hR
      rw [hd, Complex.ofReal_one, mul_one] at a b c
      exact ⟨a, b, c⟩
```

Half the Pauli matrices meet both hypotheses of the converse.

```lean
/-- The spin-1/2 matrices, half the Pauli matrices. -/
def spinHalf : Fin 3 → Matrix (Fin 2) (Fin 2) ℂ :=
  ![!![0, 1 / 2; 1 / 2, 0], !![0, -Complex.I / 2; Complex.I / 2, 0],
    !![1 / 2, 0; 0, -1 / 2]]
```

The relations are verified by matrix entries. For independence, a vanishing combination has a zero upper-left entry, which forces `g 2 = 0`; the two off-diagonal entries force `g 0 = 0` and `g 1 = 0`.

```lean
/-- The spin-1/2 matrices satisfy the angular momentum relations and are linearly
independent. -/
theorem spinHalf_witness : IsAngularMomentum spinHalf ∧ LinearIndependent ℂ spinHalf := by
  constructor
  · constructor <;> ext i j <;> fin_cases i <;> fin_cases j <;>
      simp [spinHalf] <;>
      first
        | ring1
        | linear_combination (1 / 2 : ℂ) * Complex.I_mul_I
        | linear_combination (-1 / 2 : ℂ) * Complex.I_mul_I
  · rw [Fintype.linearIndependent_iff]
    intro g hg
    rw [Fin.sum_univ_three] at hg
    have h00 : g 2 * (1 / 2) = 0 := by
      simpa [spinHalf] using congrFun (congrFun hg 0) 0
    have h01 : g 0 * (1 / 2) + g 1 * (-Complex.I / 2) = 0 := by
      simpa [spinHalf] using congrFun (congrFun hg 0) 1
    have h10 : g 0 * (1 / 2) + g 1 * (Complex.I / 2) = 0 := by
      simpa [spinHalf] using congrFun (congrFun hg 1) 0
    intro i
    fin_cases i
    · change g 0 = 0
      linear_combination h01 + h10
    · change g 1 = 0
      linear_combination Complex.I * (h01 - h10) + g 1 * Complex.I_mul_I
    · change g 2 = 0
      linear_combination 2 * h00

end

end RotatedAngularMomentum
```

```lean
#print axioms RotatedAngularMomentum.rotated_commutators
-- 'RotatedAngularMomentum.rotated_commutators' depends on axioms: [propext, Classical.choice, Quot.sound]
#print axioms RotatedAngularMomentum.rotated_total_square
-- 'RotatedAngularMomentum.rotated_total_square' depends on axioms: [propext, Classical.choice, Quot.sound]
#print axioms RotatedAngularMomentum.preserves_relations_iff
-- 'RotatedAngularMomentum.preserves_relations_iff' depends on axioms: [propext, Classical.choice, Quot.sound]
```
